# For trap frequency a and relative frequency b, the one-dimensional Moshinsky state has kinetic correlation energy (a − b)²/(4(a + b))

A program that inverts an interacting density to a Kohn-Sham potential and then subtracts the two kinetic energies often returns a small difference of larger numbers. Without a known value to compare with, a discretisation error in that difference can pass for correlation. The Moshinsky model supplies such a value in closed form, for two electrons on a line whose mutual interaction is harmonic and not Coulombic.

Units are ħ = m = 1, and a and b are positive unless stated otherwise.

In Lean 4 with Mathlib:

```lean
import Mathlib

open MeasureTheory
open scoped Real

namespace MoshinskyKohnSham

noncomputable section
```

## The state and its energy functionals

The Kohn-Sham potential will turn out to be harmonic, with frequency

w = 2ab/(a + b).

```lean
/-- The frequency `2ab/(a+b)`, defined for `a + b ≠ 0`. -/
def ksFrequency (a b : ℝ) : ℝ := 2 * a * b / (a + b)
```

The two-electron wavefunction is

Ψ(x,y) = exp(−(a/4)(x + y)² − (b/4)(x − y)²).

It is symmetric in x and y, so it is the spatial part of a spin singlet; spin does not appear in the code. It is not normalised, and the definitions below divide by its squared norm.

```lean
/-- The unnormalised Moshinsky wavefunction of two electrons on a line, with centre-of-mass
frequency `a` and relative frequency `b`. -/
def psi (a b x y : ℝ) : ℝ := Real.exp (-(a / 4) * (x + y) ^ 2 - (b / 4) * (x - y) ^ 2)
```

For any real Ψ, the squared norm is

N = ∫∫ Ψ(x,y)² dy dx.

```lean
/-- The squared norm of a real two-electron wavefunction. -/
def normSq (Ψ : ℝ → ℝ → ℝ) : ℝ := ∫ x, ∫ y, Ψ x y ^ 2
```

The density counts both electrons, using the symmetry of Ψ:

n(x) = (2/N) ∫ Ψ(x,y)² dy.

```lean
/-- The electron density of a symmetric two-electron wavefunction with finite nonzero norm. -/
def density (Ψ : ℝ → ℝ → ℝ) (x : ℝ) : ℝ := 2 * (∫ y, Ψ x y ^ 2) / normSq Ψ
```

The kinetic energy is taken in its gradient form:

T = (1/(2N)) ∫∫ [(∂Ψ/∂x)² + (∂Ψ/∂y)²] dy dx.

```lean
/-- The kinetic energy expectation value of a smooth real wavefunction with finite nonzero norm and
square-integrable gradient. -/
def kinetic (Ψ : ℝ → ℝ → ℝ) : ℝ :=
  (1 / 2) * (∫ x, ∫ y, ((deriv (fun s => Ψ s y) x) ^ 2 + (deriv (fun s => Ψ x s) y) ^ 2))
    / normSq Ψ
```

Two non-interacting electrons in a singlet ground state share one orbital, which the density fixes up to a sign:

φ(x) = √(n(x)/2).

```lean
/-- The doubly occupied Kohn-Sham orbital of a two-electron density. -/
def ksOrbital (n : ℝ → ℝ) (x : ℝ) : ℝ := √(n x / 2)
```

Their kinetic energy is twice that of one electron in φ:

T_s = 2 · ½ ∫ φ′(x)² dx.

This is the definition of T_s used here; its characterisation as a minimum over non-interacting states of density n is not invoked.

```lean
/-- The kinetic energy of two electrons in the Kohn-Sham orbital of the two-electron density `n`,
for a smooth orbital with square-integrable derivative. -/
def ksKinetic (n : ℝ → ℝ) : ℝ := 2 * ((1 / 2) * ∫ x, (deriv (ksOrbital n) x) ^ 2)
```

The kinetic correlation energy is the difference

T_c = T − T_s.

```lean
/-- The kinetic correlation energy: interacting minus Kohn-Sham kinetic energy. -/
def correlationKinetic (Ψ : ℝ → ℝ → ℝ) : ℝ := kinetic Ψ - ksKinetic (density Ψ)
```

## Gaussian integrals and derivatives

For s > 0, differentiation gives

d/du [−(q + ru)/(2s) · exp(−su²)] = (−r/(2s) + qu + ru²) exp(−su²).

The right side integrates to zero. Subtracting it from (p + qu + ru²) exp(−su²) leaves (p + r/(2s)) exp(−su²), hence

∫ (p + qu + ru²) exp(−su²) du = (p + r/(2s)) √(π/s).

In the proof, `hi` and `hf` establish that the derivative and its antiderivative are integrable, which is what makes the boundary terms vanish in `hz`.

```lean
/-- The integral of a quadratic polynomial against a Gaussian of exponent `s > 0`. -/
theorem gauss_moment {s : ℝ} (hs : 0 < s) (p q r : ℝ) :
    ∫ u : ℝ, (p + q * u + r * u ^ 2) * Real.exp (-s * u ^ 2)
      = (p + r / (2 * s)) * √(π / s) := by
  have h0 := integrable_exp_neg_mul_sq hs
  have h1 := integrable_mul_exp_neg_mul_sq hs
  have h2 : Integrable (fun u : ℝ => u ^ 2 * Real.exp (-s * u ^ 2)) := by
    have h := integrable_rpow_mul_exp_neg_mul_sq hs (by norm_num : (-1 : ℝ) < 2)
    simpa only [Real.rpow_two] using h
  have hi : Integrable (fun u : ℝ =>
      (-(r / (2 * s)) + q * u + r * u ^ 2) * Real.exp (-s * u ^ 2)) :=
    (((h0.const_mul (-(r / (2 * s)))).add (h1.const_mul q)).add (h2.const_mul r)).congr
      (Filter.Eventually.of_forall fun u => by simp only [Pi.add_apply]; ring)
  have hf : Integrable (fun u : ℝ => -(q + r * u) / (2 * s) * Real.exp (-s * u ^ 2)) :=
    ((h0.const_mul (-q / (2 * s))).add (h1.const_mul (-r / (2 * s)))).congr
      (Filter.Eventually.of_forall fun u => by simp only [Pi.add_apply]; ring)
  -- this part of the integrand is a total derivative
  have hz := integral_eq_zero_of_hasDerivAt_of_integrable (fun u => by
    have hE : HasDerivAt (fun u : ℝ => Real.exp (-s * u ^ 2))
        (Real.exp (-s * u ^ 2) * (-s * (2 * u))) u :=
      (((hasDerivAt_pow 2 u).const_mul (-s)).exp).congr_deriv (by simp)
    have hL : HasDerivAt (fun u : ℝ => -(q + r * u) / (2 * s)) (-r / (2 * s)) u :=
      (((((hasDerivAt_id' u).const_mul r).const_add q).fun_neg).div_const (2 * s)).congr_deriv
        (by ring)
    exact (hL.fun_mul hE).congr_deriv (by field_simp; ring)) hi hf
  calc _ = ∫ u : ℝ, ((-(r / (2 * s)) + q * u + r * u ^ 2) * Real.exp (-s * u ^ 2)
        + (p + r / (2 * s)) * Real.exp (-s * u ^ 2)) := by congr 1; ext u; ring
    _ = _ := by
      rw [integral_add hi (h0.const_mul _), hz, integral_const_mul, integral_gaussian, zero_add]
```

For f(s) = C exp(−(ps² + qs + r)), the chain and product rules give

f′ = −(2ps + q) f,
f″ = ((2ps + q)² − 2p) f.

```lean
/-- The first and second derivatives of a general Gaussian. -/
theorem gaussian_derivs {f : ℝ → ℝ} {C p q r : ℝ}
    (hf : ∀ s, f s = C * Real.exp (-(p * s ^ 2 + q * s + r))) (s : ℝ) :
    deriv f s = -(2 * p * s + q) * f s ∧
      deriv (deriv f) s = ((2 * p * s + q) ^ 2 - 2 * p) * f s := by
  have hd : ∀ t, HasDerivAt f (-(2 * p * t + q) * f t) t := by
    intro t
    have hP : HasDerivAt (fun s : ℝ => -(p * s ^ 2 + q * s + r)) (-(2 * p * t + q)) t :=
      (((((hasDerivAt_pow 2 t).const_mul p).fun_add
        ((hasDerivAt_id' t).const_mul q)).add_const r).fun_neg).congr_deriv (by simp; ring)
    rw [hf t, funext hf]
    exact (hP.exp.const_mul C).congr_deriv (by ring)
  have h1 : deriv f = fun t => -(2 * p * t + q) * f t := funext fun t => (hd t).deriv
  refine ⟨(hd s).deriv, ?_⟩
  have hl : HasDerivAt (fun t : ℝ => -(2 * p * t + q)) (-(2 * p)) s :=
    ((((hasDerivAt_id' s).const_mul (2 * p)).add_const q).fun_neg).congr_deriv (by ring)
  rw [h1]
  exact ((hl.fun_mul (hd s)).congr_deriv (by ring)).deriv
```

## The Schrödinger equation

As a function of x, Ψ is such a Gaussian with p = (a + b)/4 and q = (a − b)y/2; as a function of y, the roles are exchanged. Adding the second derivatives gives

∂²Ψ/∂x² + ∂²Ψ/∂y² = [(a²/2)(x + y)² + (b²/2)(x − y)² − (a + b)] Ψ.

The potential consists of a trap of frequency a and a harmonic interaction:

(a²/2)(x² + y²) + ((b² − a²)/4)(x − y)² = (a²/4)(x + y)² + (b²/4)(x − y)².

Multiplying the first line by −½ and adding the potential cancels the quadratic terms and leaves the energy (a + b)/2. The interaction is repulsive for b < a and attractive for b > a. The theorem verifies the eigenvalue equation, for all real a and b; it does not address whether the state is the lowest one.

```lean
/-- The Moshinsky wavefunction solves the Schrödinger equation of two electrons in a trap of
frequency `a` with interaction `(b² - a²)(x - y)²/4`, at energy `(a + b)/2`. -/
theorem psi_schrodinger (a b x y : ℝ) :
    -(1 / 2) * (deriv (deriv fun s => psi a b s y) x + deriv (deriv fun s => psi a b x s) y)
      + (a ^ 2 / 2 * (x ^ 2 + y ^ 2) + (b ^ 2 - a ^ 2) / 4 * (x - y) ^ 2) * psi a b x y
      = (a + b) / 2 * psi a b x y := by
  have h1 := (gaussian_derivs (f := fun s => psi a b s y) (C := 1) (p := (a + b) / 4)
    (q := (a - b) / 2 * y) (r := (a + b) / 4 * y ^ 2)
    (fun s => by simp only [psi, one_mul]; congr 1; ring) x).2
  have h2 := (gaussian_derivs (f := fun s => psi a b x s) (C := 1) (p := (a + b) / 4)
    (q := (a - b) / 2 * x) (r := (a + b) / 4 * x ^ 2)
    (fun s => by simp only [psi, one_mul]; congr 1; ring) y).2
  rw [h1, h2]
  ring
```

## Integrating out the second electron

Completing the square in y gives

Ψ(x,y)² = exp(−wx²) · exp(−((a + b)/2)(y + cx)²), with c = (a − b)/(a + b),

because (a + b)/2 − (a − b)²/(2(a + b)) = w. Given one electron at x, the other is therefore distributed about −cx. The shift u = y + cx and the moment formula with s = (a + b)/2 yield

∫ (p + qu + ru²) Ψ² dy = (p + r/(a + b)) √(2π/(a + b)) exp(−wx²).

In the code, `hsq` is the completed square and `hshift` the change of variable.

```lean
/-- For `a + b > 0`, the integral over the second electron of the pair density times a quadratic
polynomial in that electron's displacement from its conditional mean. -/
theorem pair_moment {a b : ℝ} (hab : 0 < a + b) (x p q r : ℝ) :
    ∫ y, (p + q * (y + (a - b) / (a + b) * x) + r * (y + (a - b) / (a + b) * x) ^ 2)
        * psi a b x y ^ 2
      = (p + r / (a + b)) * √(2 * π / (a + b)) * Real.exp (-ksFrequency a b * x ^ 2) := by
  -- complete the square in `y`
  have hsq : ∀ y, psi a b x y ^ 2 = Real.exp (-ksFrequency a b * x ^ 2)
      * Real.exp (-((a + b) / 2) * (y + (a - b) / (a + b) * x) ^ 2) := by
    intro y
    rw [psi, ← Real.exp_nat_mul, ← Real.exp_add]
    congr 1
    unfold ksFrequency
    push_cast
    field_simp
    ring
  have hshift := (integral_add_right_eq_self (μ := volume) (fun u : ℝ =>
    (p + q * u + r * u ^ 2) * Real.exp (-((a + b) / 2) * u ^ 2)) ((a - b) / (a + b) * x)).trans
      (gauss_moment (half_pos hab) p q r)
  rw [show 2 * ((a + b) / 2) = a + b by ring,
    show π / ((a + b) / 2) = 2 * π / (a + b) by field_simp] at hshift
  rw [mul_comm _ (Real.exp _), ← hshift, ← integral_const_mul]
  congr 1
  ext y
  rw [hsq]
  ring
```

The choice p = 1, q = r = 0 gives the marginal:

∫ exp(−(a/2)(x + y)² − (b/2)(x − y)²) dy = √(2π/(a + b)) exp(−wx²).

Only a + b > 0 is needed here. If a or b is not positive, w is not positive either, and the result cannot be normalised in x; the later theorems therefore assume both positive.

```lean
/-- For `a + b > 0`, integrating the Moshinsky pair density over one electron leaves a Gaussian
whose exponent is `2ab/(a+b)`. -/
theorem marginal {a b : ℝ} (hab : 0 < a + b) (x : ℝ) :
    ∫ y : ℝ, Real.exp (-(a / 2) * (x + y) ^ 2 - (b / 2) * (x - y) ^ 2)
      = √(2 * π / (a + b)) * Real.exp (-(2 * a * b / (a + b)) * x ^ 2) := by
  have h := pair_moment hab x 1 0 0
  rw [zero_div, add_zero, one_mul, ksFrequency] at h
  rw [← h]
  congr 1
  ext y
  rw [zero_mul, zero_mul, add_zero, add_zero, one_mul, psi, ← Real.exp_nat_mul]
  congr 1
  push_cast
  ring
```

Integrating over x as well gives the norm:

N = √(2π/(a + b)) · √(π/w) = π/√(ab).

The normalised state is Ψ/√N, and its density is

n(x) = 2√(w/π) exp(−wx²).

```lean
/-- For `a, b > 0`, the Moshinsky density is a Gaussian of exponent `w = 2ab/(a+b)` holding two
electrons; the squared norm of the wavefunction is given alongside. -/
theorem density_psi {a b : ℝ} (ha : 0 < a) (hb : 0 < b) :
    normSq (psi a b) = √(2 * π / (a + b)) * √(π / ksFrequency a b) ∧
      ∀ x, density (psi a b) x
        = 2 * √(ksFrequency a b / π) * Real.exp (-ksFrequency a b * x ^ 2) := by
  have hab : 0 < a + b := by positivity
  have hw : 0 < ksFrequency a b := by unfold ksFrequency; positivity
  have hm : ∀ x, ∫ y, psi a b x y ^ 2
      = √(2 * π / (a + b)) * Real.exp (-ksFrequency a b * x ^ 2) := by
    intro x
    have h := pair_moment hab x 1 0 0
    simpa only [zero_mul, add_zero, one_mul, zero_div] using h
  have hN : normSq (psi a b) = √(2 * π / (a + b)) * √(π / ksFrequency a b) := by
    simp only [normSq, hm]
    rw [integral_const_mul, integral_gaussian]
  refine ⟨hN, fun x => ?_⟩
  have h1 : 0 < √(2 * π / (a + b)) := by positivity
  have h2 : 0 < √(π / ksFrequency a b) := by positivity
  have h3 : √(ksFrequency a b / π) = (√(π / ksFrequency a b))⁻¹ := by
    rw [← Real.sqrt_inv, inv_div]
  rw [density, hm, hN, h3, div_eq_iff (mul_pos h1 h2).ne']
  linear_combination (-2 * √(2 * π / (a + b)) * Real.exp (-ksFrequency a b * x ^ 2))
    * inv_mul_cancel₀ h2.ne'
```

## The Kohn-Sham oscillator

The orbital is φ(x) = (w/π)^(1/4) exp(−wx²/2). The derivative formula with p = w/2 and q = 0 gives φ″ = (w²x² − w)φ, so

−½φ″ + ½w²x²φ = (w/2)φ.

The Kohn-Sham potential is thus an oscillator of frequency w, the harmonic mean of a and b. Since φ′ = −wxφ,

T_s = w² ∫ x²φ² dx = w² · 1/(2w) = w/2.

The theorem states both facts. In its proof, `hf` puts the orbital in Gaussian form and `hsq` rewrites φ′² for the moment formula.

```lean
/-- For `a, b > 0`, the Kohn-Sham orbital of the Moshinsky density solves the oscillator equation
of frequency `w = 2ab/(a+b)` at energy `w/2`, and the Kohn-Sham kinetic energy is `w/2`. -/
theorem kohn_sham {a b : ℝ} (ha : 0 < a) (hb : 0 < b) :
    (∀ x, -(1 / 2) * deriv (deriv (ksOrbital (density (psi a b)))) x
        + ksFrequency a b ^ 2 / 2 * x ^ 2 * ksOrbital (density (psi a b)) x
        = ksFrequency a b / 2 * ksOrbital (density (psi a b)) x) ∧
      ksKinetic (density (psi a b)) = ksFrequency a b / 2 := by
  have hw : 0 < ksFrequency a b := by unfold ksFrequency; positivity
  have hn := (density_psi ha hb).2
  set w := ksFrequency a b
  have hf : ∀ s, ksOrbital (density (psi a b)) s
      = √(√(w / π)) * Real.exp (-(w / 2 * s ^ 2 + 0 * s + 0)) := by
    intro s
    rw [ksOrbital, hn, show 2 * √(w / π) * Real.exp (-w * s ^ 2) / 2
      = √(w / π) * Real.exp (-w * s ^ 2) by ring, Real.sqrt_mul (Real.sqrt_nonneg _),
      ← Real.exp_half]
    congr 2
    ring
  refine ⟨fun x => by rw [(gaussian_derivs hf x).2]; ring, ?_⟩
  have hsq : ∀ x, (deriv (ksOrbital (density (psi a b))) x) ^ 2
      = √(w / π) * ((0 + 0 * x + w ^ 2 * x ^ 2) * Real.exp (-w * x ^ 2)) := by
    intro x
    have h2 : ksOrbital (density (psi a b)) x ^ 2 = √(w / π) * Real.exp (-w * x ^ 2) := by
      rw [ksOrbital, hn, Real.sq_sqrt (by positivity)]
      ring
    rw [(gaussian_derivs hf x).1, mul_pow, h2]
    ring
  have h1 : √(w / π) * √(π / w) = 1 := by
    rw [← Real.sqrt_mul (by positivity), show w / π * (π / w) = 1 by field_simp, Real.sqrt_one]
  have h3 : w ^ 2 / (2 * w) = w / 2 := by field_simp
  simp only [ksKinetic, hsq]
  rw [integral_const_mul, gauss_moment hw, h3]
  linear_combination (w / 2) * h1
```

## The interacting kinetic energy

The first derivatives of Ψ give

(∂Ψ/∂x)² + (∂Ψ/∂y)² = [((a² + b²)/2)(x² + y²) + (a² − b²)xy] Ψ².

Substituting y = u − cx turns the bracket into

w²x² + w(a − b)x u + ((a² + b²)/2)u².

The term linear in u integrates to zero, and the integral over y is

√(2π/(a + b)) [(a² + b²)/(2(a + b)) + w²x²] exp(−wx²).

Integrating over x replaces w²x² by w/2 and supplies the factor √(π/w), so the double integral is

N [(a² + b²)/(2(a + b)) + ab/(a + b)] = N(a + b)/2.

Dividing by 2N gives T = (a + b)/4. The inner integral is `hin`, and the sum in the last bracket is `hval`.

```lean
/-- For `a, b > 0`, the kinetic energy of the Moshinsky wavefunction is `(a + b)/4`. -/
theorem kinetic_psi {a b : ℝ} (ha : 0 < a) (hb : 0 < b) :
    kinetic (psi a b) = (a + b) / 4 := by
  have hab : 0 < a + b := by positivity
  have hw : 0 < ksFrequency a b := by unfold ksFrequency; positivity
  have h1 : ∀ x y, deriv (fun s => psi a b s y) x
      = -(2 * ((a + b) / 4) * x + (a - b) / 2 * y) * psi a b x y := fun x y =>
    (gaussian_derivs (f := fun s => psi a b s y) (C := 1) (r := (a + b) / 4 * y ^ 2)
      (fun s => by simp only [psi, one_mul]; congr 1; ring) x).1
  have h2 : ∀ x y, deriv (fun s => psi a b x s) y
      = -(2 * ((a + b) / 4) * y + (a - b) / 2 * x) * psi a b x y := fun x y =>
    (gaussian_derivs (f := fun s => psi a b x s) (C := 1) (r := (a + b) / 4 * x ^ 2)
      (fun s => by simp only [psi, one_mul]; congr 1; ring) y).1
  -- integrate over the second electron
  have hin : ∀ x, ∫ y, ((deriv (fun s => psi a b s y) x) ^ 2
      + (deriv (fun s => psi a b x s) y) ^ 2)
      = √(2 * π / (a + b)) * (((a ^ 2 + b ^ 2) / 2 / (a + b) + 0 * x
        + ksFrequency a b ^ 2 * x ^ 2) * Real.exp (-ksFrequency a b * x ^ 2)) := by
    intro x
    have h := pair_moment hab x (ksFrequency a b ^ 2 * x ^ 2)
      (ksFrequency a b * (a - b) * x) ((a ^ 2 + b ^ 2) / 2)
    refine Eq.trans ?_ (h.trans (by ring))
    congr 1
    ext y
    rw [h1, h2, mul_pow, mul_pow, ← add_mul]
    congr 1
    unfold ksFrequency
    field_simp
    ring
  have hval : (a ^ 2 + b ^ 2) / 2 / (a + b) + ksFrequency a b ^ 2 / (2 * ksFrequency a b)
      = (a + b) / 2 := by
    rw [show ksFrequency a b ^ 2 / (2 * ksFrequency a b) = ksFrequency a b / 2 by field_simp]
    unfold ksFrequency
    field_simp
    ring
  have p1 : 0 < √(2 * π / (a + b)) := by positivity
  have p2 : 0 < √(π / ksFrequency a b) := by positivity
  simp only [kinetic, hin]
  rw [integral_const_mul, gauss_moment hw, hval, (density_psi ha hb).1,
    div_eq_iff (mul_pos p1 p2).ne']
  ring
```

## The difference of the two kinetic energies

Subtraction gives

T_c = (a + b)/4 − ab/(a + b) = ((a + b)² − 4ab)/(4(a + b)) = (a − b)²/(4(a + b)).

The numerator is a square and the denominator is positive, so T_c ≥ 0, with equality exactly when a = b. That is the case in which the interaction (b² − a²)(x − y)²/4 is absent. Repulsion and attraction both raise the kinetic energy above that of the Kohn-Sham system with the same density.

```lean
/-- For `a, b > 0`, the kinetic correlation energy of the Moshinsky wavefunction is
`(a - b)²/(4(a + b))`; it is nonnegative and vanishes exactly when `a = b`. -/
theorem correlationKinetic_psi {a b : ℝ} (ha : 0 < a) (hb : 0 < b) :
    correlationKinetic (psi a b) = (a - b) ^ 2 / (4 * (a + b)) ∧
      0 ≤ correlationKinetic (psi a b) ∧ (correlationKinetic (psi a b) = 0 ↔ a = b) := by
  have hab : 0 < a + b := by positivity
  have h : correlationKinetic (psi a b) = (a - b) ^ 2 / (4 * (a + b)) := by
    rw [correlationKinetic, kinetic_psi ha hb, (kohn_sham ha hb).2, ksFrequency]
    field_simp
    ring
  refine ⟨h, by rw [h]; positivity, ?_⟩
  rw [h, div_eq_zero_iff, or_iff_left (by positivity), sq_eq_zero_iff, sub_eq_zero]

end

end MoshinskyKohnSham
```

```lean
#print axioms MoshinskyKohnSham.psi_schrodinger
#print axioms MoshinskyKohnSham.marginal
#print axioms MoshinskyKohnSham.correlationKinetic_psi
```

```
'MoshinskyKohnSham.psi_schrodinger' depends on axioms: [propext, Classical.choice, Quot.sound]
'MoshinskyKohnSham.marginal' depends on axioms: [propext, Classical.choice, Quot.sound]
'MoshinskyKohnSham.correlationKinetic_psi' depends on axioms: [propext, Classical.choice, Quot.sound]
```
